# For nilpotent T and m ≥ 1, exp(T/m) is the only unipotent m-th root of exp(T)

A single excitation with amplitude $t$ in a two-level space is the matrix
$$T=\begin{pmatrix}0&t\\0&0\end{pmatrix},$$
which sends the second basis state, the reference, to $t$ times the first. Since $T^2=0$, we have $e^T=1+T$, and $V=1+T/2$ satisfies $V^2=1+T+T^2/4=e^T$.

Let $U$ be another square root of $e^T$ that commutes with $V$, with $U-1$ nilpotent. Then $(U+V)(U-V)=U^2-V^2=0$. The first factor is $2$ plus a nilpotent matrix, hence invertible, so $U=V$. The root $-V$ escapes this argument because $-V+V=0$ has no inverse.

In coupled-cluster theory the wave operator $e^T$ turns a reference determinant into a correlated state. Coupled-cluster programs do not normally build $e^T$ as a matrix. Where the matrix is wanted, for instance in a small test, scaling and squaring can compute it from $e^{T/m}$, with $m$ a power of two. The question is whether an operator whose $m$-th power is $e^T$ must be $e^{T/m}$. It must if it is unipotent, and commutation with $T$ need not be assumed.

## Unipotent operators and their products

Operators are elements of a ring `A`, in general non-commutative, whose product is composition.

```lean
import Mathlib

open Finset

namespace ClusterWaveRoot

variable {A : Type*} [Ring A]
```

Unipotent means that $U-1$ is nilpotent.

```lean
/-- An operator is unipotent if it differs from the identity by a nilpotent operator. -/
def IsUnipotent (U : A) : Prop := IsNilpotent (U - 1)
```

For commuting unipotent $a$ and $b$,
$$ab-1=(a-1)b+(b-1).$$
If $(a-1)^n=0$, then $((a-1)b)^n=(a-1)^nb^n=0$. The two terms on the right are therefore commuting nilpotents, and by the binomial theorem their sum is nilpotent.

```lean
/-- The product of two commuting unipotent operators is unipotent. -/
theorem IsUnipotent.mul {a b : A} (ha : IsUnipotent a) (hb : IsUnipotent b)
    (hc : Commute a b) : IsUnipotent (a * b) := by
  have h1 : Commute (a - 1) b := hc.sub_left (Commute.one_left b)
  have h2 : IsNilpotent ((a - 1) * b) := by
    obtain ⟨n, hn⟩ := ha
    exact ⟨n, by rw [h1.mul_pow, hn, zero_mul]⟩
  have h3 : Commute ((a - 1) * b) (b - 1) :=
    (h1.mul_left (Commute.refl b)).sub_right (Commute.one_right _)
  have e : a * b - 1 = (a - 1) * b + (b - 1) := by noncomm_ring
  unfold IsUnipotent
  rw [e]
  exact h3.isNilpotent_add h2 hb
```

Powers follow by induction, starting from $a^0=1$.

```lean
/-- Every power of a unipotent operator is unipotent. -/
theorem IsUnipotent.pow {a : A} (ha : IsUnipotent a) (k : ℕ) : IsUnipotent (a ^ k) := by
  induction k with
  | zero => exact ⟨1, by simp⟩
  | succ k ih =>
    rw [pow_succ]
    exact ih.mul ha ((Commute.refl a).pow_left k)
```

## Cancelling the cofactor

From here on `A` is an algebra over $\mathbb{Q}$, as real and complex operator algebras are. For commuting unipotent $L$ and $R$, put
$$C=\sum_{i=0}^{m-1}L^iR^{m-1-i}=m+N,\qquad N=\sum_{i=0}^{m-1}\left(L^iR^{m-1-i}-1\right).$$
Each term of $N$ is nilpotent by the product rule, and the terms commute, so $N$ is nilpotent. As $m\neq0$, the finite series $m^{-1}\sum_k(-N/m)^k$ inverts $C$.

```lean
variable [Algebra ℚ A]

/-- For commuting unipotent `L` and `R` and `m ≥ 1`, the cofactor of `L - R` in
`L ^ m - R ^ m` is invertible. -/
theorem isUnit_cofactor {L R : A} (hL : IsUnipotent L) (hR : IsUnipotent R)
    (hc : Commute L R) {m : ℕ} (hm : m ≠ 0) :
    IsUnit (∑ i ∈ range m, L ^ i * R ^ (m - 1 - i)) := by
  have hcc : ∀ i j k l : ℕ, Commute (L ^ i * R ^ j) (L ^ k * R ^ l) := fun i j k l =>
    Commute.mul_left (((Commute.refl L).pow_pow i k).mul_right (hc.pow_pow i l))
      ((hc.symm.pow_pow j k).mul_right ((Commute.refl R).pow_pow j l))
  -- each of the `m` terms is the identity plus a nilpotent
  have hnil : IsNilpotent (∑ i ∈ range m, (L ^ i * R ^ (m - 1 - i) - 1)) :=
    Commute.isNilpotent_sum
      (fun i _ => (hL.pow i).mul (hR.pow (m - 1 - i)) (hc.pow_pow _ _))
      (fun i j _ _ => ((hcc _ _ _ _).sub_left (Commute.one_left _)).sub_right
        (Commute.one_right _))
  have hu : IsUnit (m : A) := by
    have h := (IsUnit.mk0 (m : ℚ) (Nat.cast_ne_zero.mpr hm)).map (algebraMap ℚ A)
    rwa [map_natCast] at h
  have e : ∑ i ∈ range m, L ^ i * R ^ (m - 1 - i)
      = (m : A) + ∑ i ∈ range m, (L ^ i * R ^ (m - 1 - i) - 1) := by
    rw [Finset.sum_sub_distrib]
    simp
  rw [e]
  exact hnil.isUnit_add_left_of_commute hu (Nat.commute_cast _ m)
```

The sum telescopes to $C(L-R)=L^m-R^m$. If $L$ and $R$ are linear maps with $L^mx=R^mx$, then $C(L-R)x=0$, and applying $C^{-1}$ gives $Lx=Rx$. In Lean, `hc.geom_sum₂_mul` is the telescoping identity and `S` is the invertible $C$.

```lean
/-- On a vector space over `ℚ`, if the `m`-th powers (`m ≥ 1`) of two commuting unipotent linear
maps agree on a vector, then the maps themselves agree on it. -/
theorem apply_eq_of_pow_apply_eq {E : Type*} [AddCommGroup E] [Module ℚ E]
    {L R : Module.End ℚ E} (hL : IsUnipotent L) (hR : IsUnipotent R) (hc : Commute L R)
    {m : ℕ} (hm : m ≠ 0) {x : E} (h : (L ^ m) x = (R ^ m) x) : L x = R x := by
  obtain ⟨S, hS⟩ := isUnit_cofactor hL hR hc hm
  have hx : (L ^ m - R ^ m) x = 0 := by rw [LinearMap.sub_apply, h, sub_self]
  rw [← hc.geom_sum₂_mul, ← hS, Module.End.mul_apply] at hx
  -- cancel the invertible cofactor
  have h0 : (L - R) x = 0 := by
    calc (L - R) x = ((↑S⁻¹ * ↑S : Module.End ℚ E)) ((L - R) x) := by
          rw [Units.inv_mul]; rfl
      _ = (↑S⁻¹ : Module.End ℚ E) ((S : Module.End ℚ E) ((L - R) x)) := rfl
      _ = 0 := by rw [hx, map_zero]
  exact sub_eq_zero.mp h0
```

## Removing the commutation assumption

Let $U$ and $V$ be unipotent, not necessarily commuting. On the space of operators define $L(X)=UX$ and $R(X)=XV$. These maps commute, because $U(XV)=(UX)V$. They are unipotent, because $L-1$ is left multiplication by $U-1$ and $R-1$ is right multiplication by $V-1$. The previous result, with $X$ as the vector, shows that $U^mX=XV^m$ implies $UX=XV$.

```lean
/-- An operator `X` that intertwines the `m`-th powers (`m ≥ 1`) of two unipotent operators
intertwines the operators themselves. -/
theorem intertwine_of_pow {U V X : A} (hU : IsUnipotent U) (hV : IsUnipotent V)
    {m : ℕ} (hm : m ≠ 0) (h : U ^ m * X = X * V ^ m) : U * X = X * V := by
  -- left and right multiplications commute, whether or not `U` and `V` do
  have hL : IsUnipotent (A := Module.End ℚ A) (LinearMap.mulLeft ℚ U) := by
    obtain ⟨n, hn⟩ := hU
    refine ⟨n, ?_⟩
    have e : (LinearMap.mulLeft ℚ U - 1 : Module.End ℚ A) = LinearMap.mulLeft ℚ (U - 1) :=
      LinearMap.ext fun x => by simp [sub_mul]
    rw [e, LinearMap.pow_mulLeft, hn]
    exact LinearMap.ext fun x => by simp
  have hR : IsUnipotent (A := Module.End ℚ A) (LinearMap.mulRight ℚ V) := by
    obtain ⟨n, hn⟩ := hV
    refine ⟨n, ?_⟩
    have e : (LinearMap.mulRight ℚ V - 1 : Module.End ℚ A) = LinearMap.mulRight ℚ (V - 1) :=
      LinearMap.ext fun x => by simp [mul_sub]
    rw [e, LinearMap.pow_mulRight, hn]
    exact LinearMap.ext fun x => by simp
  have hc : Commute (LinearMap.mulLeft ℚ U : Module.End ℚ A) (LinearMap.mulRight ℚ V) := by
    unfold Commute SemiconjBy
    refine LinearMap.ext fun x => ?_
    exact (mul_assoc U x V).symm
  have key := apply_eq_of_pow_apply_eq hL hR hc hm
    (x := X) (by rw [LinearMap.pow_mulLeft, LinearMap.pow_mulRight]; simpa using h)
  simpa using key
```

## The exponential and its roots

`IsNilpotent.exp T` is, despite its name, an operator and not a property: the finite sum $\sum_k T^k/k!$. If $T^n=0$, then
$$e^T-1=\sum_{i=0}^{n-1}\frac{T^{i+1}}{(i+1)!}.$$
The terms commute, and each has vanishing $n$-th power since $(T^{i+1})^n=(T^n)^{i+1}=0$. So $e^T$ is unipotent.

```lean
/-- The wave operator `exp T` of a nilpotent cluster operator `T` is unipotent. -/
theorem isUnipotent_exp {T : A} (hT : IsNilpotent T) : IsUnipotent (IsNilpotent.exp T) := by
  obtain ⟨n, hn⟩ := hT
  have hn' : T ^ (n + 1) = 0 := by rw [pow_succ, hn, zero_mul]
  have e : IsNilpotent.exp T - 1
      = ∑ i ∈ range n, ((i + 1).factorial : ℚ)⁻¹ • T ^ (i + 1) := by
    rw [IsNilpotent.exp_eq_sum hn', Finset.sum_range_succ']
    simp
  unfold IsUnipotent
  rw [e]
  refine Commute.isNilpotent_sum (fun i _ => ⟨n, ?_⟩) (fun i j _ _ =>
    (((Commute.refl T).pow_pow _ _).smul_left _).smul_right _)
  rw [smul_pow, ← pow_mul, mul_comm (i + 1) n, pow_mul, hn, zero_pow (by omega), smul_zero]
```

With $S=T/m$, written `(m : ℚ)⁻¹ • T`, the rule $e^{(k+1)S}=e^{kS}e^S$ gives $e^{kS}=(e^S)^k$ by induction. Setting $k=m$ gives $(e^{T/m})^m=e^T$.

```lean
/-- For nilpotent `T` and `m ≥ 1`, the `m`-th power of `exp (T / m)` is `exp T`. -/
theorem exp_div_pow {T : A} (hT : IsNilpotent T) {m : ℕ} (hm : m ≠ 0) :
    IsNilpotent.exp ((m : ℚ)⁻¹ • T) ^ m = IsNilpotent.exp T := by
  obtain ⟨n, hn⟩ := hT
  have hS : ((m : ℚ)⁻¹ • T) ^ n = 0 := by rw [smul_pow, hn, smul_zero]
  have hk : ∀ k : ℕ, IsNilpotent.exp (k • ((m : ℚ)⁻¹ • T))
      = IsNilpotent.exp ((m : ℚ)⁻¹ • T) ^ k := by
    intro k
    induction k with
    | zero =>
      rw [zero_smul, pow_zero, IsNilpotent.exp_eq_sum (pow_one (0 : A))]
      simp
    | succ k ih =>
      rw [succ_nsmul, IsNilpotent.exp_add_of_commute ((Commute.refl _).smul_left k)
        ⟨n, by rw [smul_pow, hS, smul_zero]⟩ ⟨n, hS⟩, ih, pow_succ]
  rw [← hk m, ← Nat.cast_smul_eq_nsmul ℚ, smul_smul,
    mul_inv_cancel₀ (Nat.cast_ne_zero.mpr hm), one_smul]
```

The main theorem is an equivalence: $U$ is unipotent with $U^m=e^T$ if and only if $U=e^{T/m}$. From left to right, take $V=e^{T/m}$ and $X=1$ in the intertwining result. From right to left, use the two preceding lemmas.

Nilpotency of $T$ is a hypothesis. For a cluster operator it comes from the physics: every term promotes at least one electron from an occupied to a virtual orbital, and there are finitely many electrons to promote.

```lean
/-- For a nilpotent cluster operator `T` and `m ≥ 1`, the wave operator `exp T` has exactly one
unipotent `m`-th root, namely `exp (T / m)`. -/
theorem unipotent_root_iff {T U : A} (hT : IsNilpotent T) {m : ℕ} (hm : m ≠ 0) :
    (IsUnipotent U ∧ U ^ m = IsNilpotent.exp T) ↔
      U = IsNilpotent.exp ((m : ℚ)⁻¹ • T) := by
  have hV : IsUnipotent (IsNilpotent.exp ((m : ℚ)⁻¹ • T)) := by
    obtain ⟨n, hn⟩ := hT
    exact isUnipotent_exp ⟨n, by rw [smul_pow, hn, smul_zero]⟩
  constructor
  · rintro ⟨hU, h⟩
    -- the identity intertwines the two `m`-th powers
    have key := intertwine_of_pow (X := 1) hU hV hm
      (by rw [mul_one, one_mul, h, exp_div_pow hT hm])
    rwa [mul_one, one_mul] at key
  · rintro rfl
    exact ⟨hV, exp_div_pow hT hm⟩
```

Squaring $s$ times, written `(fun X : A => X * X)^[s]`, sends $U$ to $U^{2^s}$, so the theorem applies with $m=2^s$. In exact arithmetic, then, a unipotent approximation that differs from $e^{T/2^s}$ never gives exactly $e^T$ after $s$ squarings. The theorem does not say how large the remaining error is.

```lean
/-- Scaling and squaring: for nilpotent `T`, a unipotent operator yields `exp T` after `s`
successive squarings exactly when it is `exp (T / 2 ^ s)`, which is itself unipotent. -/
theorem scaling_squaring_iff {T U : A} (hT : IsNilpotent T) (s : ℕ) :
    (IsUnipotent U ∧ (fun X : A => X * X)^[s] U = IsNilpotent.exp T) ↔
      U = IsNilpotent.exp (((2 : ℚ) ^ s)⁻¹ • T) := by
  have e : (fun X : A => X * X)^[s] U = U ^ (2 ^ s) := by
    induction s with
    | zero => simp
    | succ s ih => rw [Function.iterate_succ_apply', ih, pow_succ 2 s, mul_two, pow_add]
  have h := unipotent_root_iff (U := U) hT (m := 2 ^ s) (by positivity)
  push_cast at h
  rw [e]
  exact h
```

Without unipotency, uniqueness fails already for $m=2$ in any nonzero algebra. With $V=e^{T/2}$, also $(-V)^2=e^T$. If $-V=V$, then $2V=0$ and $V=0$, so $V-1=-1$ would be nilpotent, which is impossible.

```lean
/-- In a nonzero algebra, with `T` nilpotent, `-exp (T / 2)` is a square root of `exp T`
different from `exp (T / 2)`. -/
theorem neg_root_sharp [Nontrivial A] {T : A} (hT : IsNilpotent T) :
    (-IsNilpotent.exp ((2 : ℚ)⁻¹ • T)) ^ 2 = IsNilpotent.exp T ∧
      -IsNilpotent.exp ((2 : ℚ)⁻¹ • T) ≠ IsNilpotent.exp ((2 : ℚ)⁻¹ • T) := by
  have h := (unipotent_root_iff hT (m := 2) two_ne_zero).mpr rfl
  push_cast at h
  refine ⟨by rw [neg_sq]; exact h.2, fun hneg => ?_⟩
  obtain ⟨n, hn⟩ := h.1
  -- an operator equal to its own negative vanishes, and zero is not unipotent
  have h0 : IsNilpotent.exp ((2 : ℚ)⁻¹ • T) = 0 := by
    generalize IsNilpotent.exp ((2 : ℚ)⁻¹ • T) = x at hneg
    calc x = (1 / 2 : ℚ) • (x + x) := by module
      _ = (1 / 2 : ℚ) • (-x + x) := by rw [hneg]
      _ = 0 := by rw [neg_add_cancel, smul_zero]
  rw [h0, zero_sub] at hn
  exact (isUnit_one.neg.pow n).ne_zero hn
```

The two-level example, for rational $t$, is checked by multiplying matrices.

```lean
/-- An explicit instance: a single excitation with amplitude `t` in a two-level space, and a
unipotent square root of its wave operator. -/
theorem unipotent_root_witness (t : ℚ) :
    IsNilpotent (!![0, t; 0, 0] : Matrix (Fin 2) (Fin 2) ℚ) ∧
      IsUnipotent (!![1, t / 2; 0, 1] : Matrix (Fin 2) (Fin 2) ℚ) ∧
      (!![1, t / 2; 0, 1] : Matrix (Fin 2) (Fin 2) ℚ) ^ 2
        = IsNilpotent.exp (!![0, t; 0, 0] : Matrix (Fin 2) (Fin 2) ℚ) := by
  have hsq : ∀ a : ℚ, (!![0, a; 0, 0] : Matrix (Fin 2) (Fin 2) ℚ) ^ 2 = 0 := by
    intro a
    rw [sq]
    ext i j
    fin_cases i <;> fin_cases j <;> simp [Matrix.mul_apply, Fin.sum_univ_succ]
  have hU : (!![1, t / 2; 0, 1] : Matrix (Fin 2) (Fin 2) ℚ) - 1 = !![0, t / 2; 0, 0] := by
    ext i j
    fin_cases i <;> fin_cases j <;> simp
  have hexp : IsNilpotent.exp (!![0, t; 0, 0] : Matrix (Fin 2) (Fin 2) ℚ)
      = 1 + !![0, t; 0, 0] := by
    rw [IsNilpotent.exp_eq_sum (hsq t)]
    simp [Finset.sum_range_succ]
  refine ⟨⟨2, hsq t⟩, ⟨2, by rw [hU]; exact hsq _⟩, ?_⟩
  rw [hexp, sq]
  ext i j
  fin_cases i <;> fin_cases j <;> simp [Matrix.mul_apply, Fin.sum_univ_succ]

end ClusterWaveRoot
```

```lean
#print axioms ClusterWaveRoot.unipotent_root_iff
-- 'ClusterWaveRoot.unipotent_root_iff' depends on axioms: [propext, Classical.choice, Quot.sound]
#print axioms ClusterWaveRoot.scaling_squaring_iff
-- 'ClusterWaveRoot.scaling_squaring_iff' depends on axioms: [propext, Classical.choice, Quot.sound]
#print axioms ClusterWaveRoot.neg_root_sharp
-- 'ClusterWaveRoot.neg_root_sharp' depends on axioms: [propext, Classical.choice, Quot.sound]
```
